# For fixed like-pair coefficients, the one-pole $C_6$ rule peaks at their geometric mean and never amplifies an error factor in the polarizability ratio

## Polarizabilities that are ten percent off

I have $C_6$ coefficients for the pairs A–A and B–B that I trust, and I get the A–B coefficient from the one-pole combination rule

$$C_6^{AB}=\frac{2\,C_6^{AA}C_6^{BB}}{\dfrac{\alpha_B}{\alpha_A}\,C_6^{AA}+\dfrac{\alpha_A}{\alpha_B}\,C_6^{BB}} .$$

My static polarizabilities are less reliable. Suppose $\alpha_A$ is 10% too high and $\alpha_B$ is 10% too low. Their ratio appears twice in the denominator, once upright and once inverted. Does its error therefore enter twice, so that the mixed coefficient can be off by more than the ratio is?

## The ratio's own error factor is the limit

No. If the like-pair coefficients are held fixed and the polarizability ratio is wrong by a factor $s\ge 1$, the mixed coefficient changes by a factor between $1/s$ and $s$. It also never exceeds the geometric mean of the like-pair coefficients, and reaches it at exactly one ratio. The two appearances of the ratio work against each other: when one term of the denominator grows, the other shrinks.

In your example the ratio is multiplied by $0.9/1.1\approx 0.818$, so the mixed coefficient is multiplied by something between $0.818$ and $1/0.818\approx 1.222$. The bound is on factors and not on percentages: a ratio that is 18% too low can make the coefficient up to 22% too high.

### Where the rule comes from

Write $C=C_6^{AA}$, $D=C_6^{BB}$, $a=\alpha_A$, $b=\alpha_B$ and $t=b/a$, all positive. In the one-pole model, each atom responds at imaginary frequency $i\omega$ as a single oscillator, $\alpha_A(i\omega)=a/(1+\omega^2/\omega_A^2)$, and likewise for B with pole frequency $\omega_B$. In atomic units the frequency integral for the dispersion coefficient gives

$$C_6^{AB}=\frac{3}{2}\,ab\,\frac{\omega_A\omega_B}{\omega_A+\omega_B},\qquad C=\frac34 a^2\omega_A,\qquad D=\frac34 b^2\omega_B .$$

Eliminating the frequencies with $\omega_A=4C/(3a^2)$ and $\omega_B=4D/(3b^2)$ leaves

$$X(t)=\frac{2CD}{tC+D/t}.$$

This also gives $Ct^2/D=\omega_A/\omega_B$, which helps in reading the results below.

### The maximum

Multiplying numerator and denominator by $t$ clears the inner fraction:

$$X(t)=\frac{2CDt}{Ct^2+D}.$$

Subtract this from the geometric mean and take out a factor $\sqrt{CD}$:

$$\sqrt{CD}-X(t)=\frac{\sqrt{CD}\,\bigl(Ct^2+D-2\sqrt{CD}\,t\bigr)}{Ct^2+D}=\frac{\sqrt{CD}\,\bigl(\sqrt C\,t-\sqrt D\bigr)^2}{Ct^2+D}.$$

The right-hand side is never negative, so $X(t)\le\sqrt{CD}$. It vanishes only when $\sqrt C\,t=\sqrt D$, that is, at $t=\sqrt{D/C}$. In the oscillator picture this is the case $\omega_A=\omega_B$.

### The error factor

Replace $t$ by $st$ in the cleared form and divide by $X(t)$. The factor $2CDt$ cancels:

$$R=\frac{X(st)}{X(t)}=\frac{s\,(Ct^2+D)}{s^2Ct^2+D}.$$

The distances to the two proposed bounds are

$$s-R=\frac{s\,(s^2-1)\,Ct^2}{s^2Ct^2+D},\qquad R-\frac1s=\frac{(s^2-1)\,D}{s\,(s^2Ct^2+D)}.$$

Both are nonnegative for $s\ge1$, which gives $1/s\le R\le s$.

Logarithms treat errors upwards and downwards alike. For two ratios $t\le u$, set $s=u/t$. The bounds become $-\ln s\le \ln X(u)-\ln X(t)\le\ln s$, or

$$|\ln X(u)-\ln X(t)|\le|\ln u-\ln t| .$$

Exchanging $t$ and $u$ changes neither side, so the order doesn't matter. If the polarizabilities $a,b$ are replaced by $a',b'$, then $\ln(b'/a')-\ln(b/a)=(\ln b'-\ln b)-(\ln a'-\ln a)$, and the triangle inequality gives

$$|\ln X(b'/a')-\ln X(b/a)|\le|\ln a'-\ln a|+|\ln b'-\ln b| .$$

### Pairs that come close to the limit

As $t\to0^+$, the terms with $t^2$ disappear and $R\to sD/D=s$. For large $t$, put $v=1/t$ and divide numerator and denominator by $t^2$:

$$R=\frac{s\,(C+Dv^2)}{s^2C+Dv^2}\longrightarrow\frac{sC}{s^2C}=\frac1s\qquad(v\to0).$$

No constant smaller than $s$ can therefore serve as an upper bound for every $t$, and no constant larger than $1/s$ as a lower one. The limits belong to pairs with very different pole frequencies, for which one term of the denominator dominates.

For small errors, differentiation of the cleared form (a side calculation, without a theorem in the Lean file) gives $d\ln X/d\ln t=(\omega_B-\omega_A)/(\omega_B+\omega_A)$, so two atoms with similar pole frequencies pass on very little of the error.

### What the Lean theorems say

The function `crossC6 C D t` is $X(t)$, with the real numbers `C` and `D` for the like-pair coefficients, called homonuclear in the comments, and `t` for $b/a$. The orientation matters: `t` multiplies `C`, so it is the polarizability of the atom belonging to `D` divided by that of the atom belonging to `C`. Units play no part, provided that `C` and `D` share one and the two polarizabilities share one.

- `crossC6_unique_max` states that, for positive `C`, `D` and `t`, the coefficient is at most `√(C * D)`, with equality if and only if `t = √(D / C)`.
- `error_not_amplified` states the two bounds on the quotient for `1 ≤ s`.
- `log_error_le` is the logarithmic form for any two positive ratios, in either order.
- `polarizability_error_le` is the version for separate polarizabilities. The primed letters are the new values. All four polarizabilities must be positive; beyond that, nothing is assumed about the size or sign of the errors.
- `error_bounds_sharp` gives the two limits for every positive `s`. The filter `𝓝[>] 0` means that `t` approaches zero through positive values, and `atTop` means that it grows without bound.

The same `C` and `D` stand on both sides of every comparison. This represents like-pair coefficients that come from a separate source and stay put when the polarizabilities are revised. If they are instead computed from the faulty polarizabilities, the bound in terms of the ratio can fail. With both polarizabilities 10% too high and the pole frequencies kept, the ratio is correct, yet $C_6^{AB}\propto ab$ comes out 21% too high.

The step from the model to real atoms is the single pole. A real atom has many excitations, and the difference between its true mixed coefficient and `crossC6` is a separate error, on which these theorems place no limit.

Rules of this kind supply unlike-pair coefficients for pairwise dispersion corrections in density-functional calculations and for force fields; there the result limits the error inherited from the polarizability ratio, as long as the one-pole rule is used with fixed like-pair coefficients.

```lean
import Mathlib

open Filter Topology

namespace OnePoleCombinationRule

noncomputable section

/-- The one-pole combination rule for the unlike-pair dispersion coefficient, as a function of the
homonuclear coefficients `C`, `D` and the polarizability ratio `t`: the polarizability of the atom
belonging to `D` divided by that of the atom belonging to `C`. The physically meaningful arguments
are positive. -/
def crossC6 (C D t : ℝ) : ℝ := 2 * C * D / (t * C + D / t)

/-- For positive homonuclear coefficients and a positive polarizability ratio, the unlike-pair
coefficient is positive. -/
theorem crossC6_pos {C D t : ℝ} (hC : 0 < C) (hD : 0 < D) (ht : 0 < t) :
    0 < crossC6 C D t := by
  unfold crossC6
  positivity

/-- The combination rule with the inner fraction cleared, for a nonzero polarizability ratio. -/
theorem crossC6_eq (C D : ℝ) {t : ℝ} (ht : t ≠ 0) :
    crossC6 C D t = 2 * C * D * t / (C * t ^ 2 + D) := by
  have h : D / t * t = D := div_mul_cancel₀ D ht
  have h2 : t * C + D / t = (C * t ^ 2 + D) / t := by
    rw [eq_div_iff ht]
    linear_combination h
  rw [crossC6, h2, div_div_eq_mul_div]

/-- For positive `C`, `D` and `t`, the amount by which the one-pole coefficient falls short of
the geometric mean is an explicit multiple of a square. -/
theorem geometric_mean_defect {C D t : ℝ} (hC : 0 < C) (hD : 0 < D) (ht : 0 < t) :
    √(C * D) - crossC6 C D t
      = √(C * D) * (√C * t - √D) ^ 2 / (C * t ^ 2 + D) := by
  have hc : √C ^ 2 = C := Real.sq_sqrt hC.le
  have hd : √D ^ 2 = D := Real.sq_sqrt hD.le
  have hN : C * t ^ 2 + D ≠ 0 := by positivity
  rw [crossC6_eq C D ht.ne', Real.sqrt_mul hC.le, eq_div_iff hN, sub_mul,
    div_mul_cancel₀ _ hN]
  linear_combination (-(√C * √D * t ^ 2) + 2 * t * √D ^ 2) * hc
    + (-(√C * √D) + 2 * t * C) * hd

/-- For positive `C`, `D` and `t`, the one-pole coefficient never exceeds the geometric mean
of the homonuclear ones, and equals it exactly at the polarizability ratio `√(D/C)`. -/
theorem crossC6_unique_max {C D t : ℝ} (hC : 0 < C) (hD : 0 < D) (ht : 0 < t) :
    crossC6 C D t ≤ √(C * D) ∧ (crossC6 C D t = √(C * D) ↔ t = √(D / C)) := by
  have e := geometric_mean_defect hC hD ht
  have hN : C * t ^ 2 + D ≠ 0 := by positivity
  have hg : √(C * D) ≠ 0 := (Real.sqrt_pos.2 (mul_pos hC hD)).ne'
  have hc : √C ≠ 0 := (Real.sqrt_pos.2 hC).ne'
  constructor
  · have h : 0 ≤ √(C * D) * (√C * t - √D) ^ 2 / (C * t ^ 2 + D) := by positivity
    linarith
  · -- the optimal ratio is the zero of the square in the defect
    have key : t = √(D / C) ↔ √C * t - √D = 0 := by
      rw [Real.sqrt_div hD.le, eq_div_iff hc]
      constructor <;> intro h <;> linear_combination h
    rw [key]
    constructor
    · intro h
      rw [h, sub_self] at e
      rcases div_eq_zero_iff.mp e.symm with h1 | h1
      · rcases mul_eq_zero.mp h1 with h2 | h2
        · exact absurd h2 hg
        · exact (pow_eq_zero_iff two_ne_zero).mp h2
      · exact absurd h1 hN
    · intro h
      rw [h, zero_pow two_ne_zero, mul_zero, zero_div] at e
      linarith

/-- The factor by which the unlike-pair coefficient changes when the polarizability ratio is
multiplied by `s`, for positive `C`, `D`, `s` and `t`. -/
theorem crossC6_ratio {C D s t : ℝ} (hC : 0 < C) (hD : 0 < D) (hs : 0 < s) (ht : 0 < t) :
    crossC6 C D (s * t) / crossC6 C D t
      = s * (C * t ^ 2 + D) / (s ^ 2 * C * t ^ 2 + D) := by
  rw [crossC6_eq C D (mul_pos hs ht).ne', crossC6_eq C D ht.ne', div_div_div_eq,
    div_eq_div_iff (by positivity) (by positivity)]
  ring

/-- For positive `C`, `D` and `t`, multiplying the polarizability ratio by `s ≥ 1` changes the
unlike-pair coefficient by a factor between `1/s` and `s`. -/
theorem error_not_amplified {C D s t : ℝ} (hC : 0 < C) (hD : 0 < D) (hs : 1 ≤ s)
    (ht : 0 < t) :
    1 / s ≤ crossC6 C D (s * t) / crossC6 C D t ∧
      crossC6 C D (s * t) / crossC6 C D t ≤ s := by
  have hs0 : 0 < s := by linarith
  have hs2 : 0 ≤ s ^ 2 - 1 := by nlinarith
  rw [crossC6_ratio hC hD hs0 ht]
  constructor
  · rw [div_le_div_iff₀ hs0 (by positivity)]
    nlinarith [mul_nonneg hD.le hs2]
  · rw [div_le_iff₀ (by positivity)]
    have h : 0 ≤ s * C * t ^ 2 := by positivity
    nlinarith [mul_nonneg h hs2]

/-- For positive `C` and `D` and any two positive polarizability ratios, the logarithms of the
unlike-pair coefficients differ by no more than the logarithms of the ratios. -/
theorem log_error_le {C D t u : ℝ} (hC : 0 < C) (hD : 0 < D) (ht : 0 < t) (hu : 0 < u) :
    |Real.log (crossC6 C D u) - Real.log (crossC6 C D t)| ≤ |Real.log u - Real.log t| := by
  wlog h : t ≤ u generalizing t u
  · rw [abs_sub_comm, abs_sub_comm (Real.log u)]
    exact this hu ht (le_of_not_ge h)
  have hs : 1 ≤ u / t := by rwa [le_div_iff₀ ht, one_mul]
  have hXt := crossC6_pos hC hD ht
  have hXu := crossC6_pos hC hD hu
  obtain ⟨h1, h2⟩ := error_not_amplified hC hD hs ht
  rw [div_mul_cancel₀ _ ht.ne'] at h1 h2
  -- take logarithms of the two bounds
  have l1 := Real.log_le_log (by positivity) h1
  have l2 := Real.log_le_log (div_pos hXu hXt) h2
  rw [one_div, Real.log_inv, Real.log_div hu.ne' ht.ne',
    Real.log_div hXu.ne' hXt.ne'] at l1
  rw [Real.log_div hu.ne' ht.ne', Real.log_div hXu.ne' hXt.ne'] at l2
  exact (abs_le.2 ⟨l1, l2⟩).trans (le_abs_self _)

/-- With positive `C` and `D` held fixed, replacing positive polarizabilities `a`, `b` by positive
`a'`, `b'` shifts the logarithm of the unlike-pair coefficient by at most the sum of the
logarithmic shifts of the two polarizabilities. -/
theorem polarizability_error_le {C D a b a' b' : ℝ} (hC : 0 < C) (hD : 0 < D)
    (ha : 0 < a) (hb : 0 < b) (ha' : 0 < a') (hb' : 0 < b') :
    |Real.log (crossC6 C D (b' / a')) - Real.log (crossC6 C D (b / a))|
      ≤ |Real.log a' - Real.log a| + |Real.log b' - Real.log b| := by
  refine (log_error_le hC hD (div_pos hb ha) (div_pos hb' ha')).trans ?_
  rw [Real.log_div hb'.ne' ha'.ne', Real.log_div hb.ne' ha.ne', abs_le]
  constructor <;>
    linarith [neg_abs_le (Real.log a' - Real.log a), le_abs_self (Real.log a' - Real.log a),
      neg_abs_le (Real.log b' - Real.log b), le_abs_self (Real.log b' - Real.log b)]

/-- For positive `C`, `D` and `s`, the factor by which the unlike-pair coefficient changes when the
polarizability ratio is multiplied by `s` tends to `s` for a vanishing polarizability ratio and to
`1/s` for an infinitely large one. -/
theorem error_bounds_sharp {C D s : ℝ} (hC : 0 < C) (hD : 0 < D) (hs : 0 < s) :
    Tendsto (fun t => crossC6 C D (s * t) / crossC6 C D t) (𝓝[>] 0) (𝓝 s) ∧
      Tendsto (fun t => crossC6 C D (s * t) / crossC6 C D t) atTop (𝓝 (1 / s)) := by
  constructor
  · have hc : ContinuousAt
        (fun t : ℝ => s * (C * t ^ 2 + D) / (s ^ 2 * C * t ^ 2 + D)) 0 :=
      ContinuousAt.div (by fun_prop) (by fun_prop) (by simp [hD.ne'])
    have hv : s * (C * (0 : ℝ) ^ 2 + D) / (s ^ 2 * C * (0 : ℝ) ^ 2 + D) = s := by
      rw [div_eq_iff (by simp [hD.ne'])]
      ring
    have h := hc.tendsto
    simp only [hv] at h
    refine (h.mono_left nhdsWithin_le_nhds).congr' ?_
    filter_upwards [self_mem_nhdsWithin] with t ht
    exact (crossC6_ratio hC hD hs ht).symm
  · -- at large ratios, use the inverse ratio as the small variable
    have hc : ContinuousAt
        (fun v : ℝ => s * (C + D * v ^ 2) / (s ^ 2 * C + D * v ^ 2)) 0 :=
      ContinuousAt.div (by fun_prop) (by fun_prop) (by simp [hC.ne', hs.ne'])
    have hv : s * (C + D * (0 : ℝ) ^ 2) / (s ^ 2 * C + D * (0 : ℝ) ^ 2) = 1 / s := by
      rw [div_eq_div_iff (by simp [hC.ne', hs.ne']) hs.ne']
      ring
    have h := hc.tendsto
    simp only [hv] at h
    refine (h.comp tendsto_inv_atTop_zero).congr' ?_
    filter_upwards [eventually_gt_atTop (0 : ℝ)] with t ht
    have hi : t⁻¹ * t = 1 := inv_mul_cancel₀ ht.ne'
    rw [crossC6_ratio hC hD hs ht]
    change s * (C + D * t⁻¹ ^ 2) / (s ^ 2 * C + D * t⁻¹ ^ 2) = _
    rw [div_eq_div_iff (by positivity) (by positivity)]
    generalize t⁻¹ = v at hi ⊢
    linear_combination (s ^ 3 - s) * C * D * (v * t + 1) * hi

end

end OnePoleCombinationRule
```

```lean
#print axioms OnePoleCombinationRule.crossC6_unique_max
#print axioms OnePoleCombinationRule.error_not_amplified
#print axioms OnePoleCombinationRule.polarizability_error_le
#print axioms OnePoleCombinationRule.error_bounds_sharp
```

```
'OnePoleCombinationRule.crossC6_unique_max' depends on axioms: [propext, Classical.choice, Quot.sound]
'OnePoleCombinationRule.error_not_amplified' depends on axioms: [propext, Classical.choice, Quot.sound]
'OnePoleCombinationRule.polarizability_error_le' depends on axioms: [propext, Classical.choice, Quot.sound]
'OnePoleCombinationRule.error_bounds_sharp' depends on axioms: [propext, Classical.choice, Quot.sound]
```

### From the algebra to the Lean proof

`crossC6_eq` clears the inner fraction, and the later algebra starts from that form. `crossC6_pos` records that the coefficient is positive, which is needed when logarithms are taken.

In `geometric_mean_defect`, the facts `hc` and `hd` say that $(\sqrt C)^2=C$ and $(\sqrt D)^2=D$. Once the denominator has been multiplied out, the two sides agree up to these replacements, and `linear_combination` states how often each one is used. This is the completion of the square above.

`crossC6_unique_max` reads both of its claims off that identity. The inequality holds because the shortfall is nonnegative. For the equality case, `key` translates $t=\sqrt{D/C}$ into $\sqrt C\,t-\sqrt D=0$. If the coefficient equals the geometric mean, the shortfall is zero. Neither $\sqrt{CD}$ nor the denominator is zero, so the square must be. Conversely, a zero square makes the shortfall vanish.

`crossC6_ratio` is the formula for $R$, checked by cross-multiplication and `ring`. In `error_not_amplified` each bound is multiplied out to a polynomial inequality. The products handed to `nlinarith` are $D(s^2-1)\ge0$ for the lower bound and $sCt^2(s^2-1)\ge0$ for the upper one, which are the numerators found above for the distances to the two bounds.

`log_error_le` first uses `wlog` to assume $t\le u$, with `abs_sub_comm` supplying the exchange symmetry. It then applies the factor bounds with $s=u/t$ and takes logarithms, which preserve the order of positive numbers. `polarizability_error_le` applies this to the ratios $b/a$ and $b'/a'$, splits their logarithms, and lets `linarith` put together the triangle inequality.

For the limits, `error_bounds_sharp` works with the explicit formula for $R$. That expression is continuous at $t=0$ and has the value $s$ there; since it agrees with the quotient for all positive $t$, the quotient has the same limit from the right. The second half does the same in the variable $v=1/t$, which tends to zero as $t$ grows. Its final `linear_combination` uses $vt=1$ to show that the expression in $v$ is the same quotient.
